# In one dimension, an N-point k-rule exact for every harmonic below order N is a uniform grid with equal weights

Take two k-points in a one-dimensional Brillouin zone, with $k$ in units of the reciprocal lattice vector, and write $z_j=e^{2\pi i k_j}$. We want weights $w_0,w_1$ that average the constant and the harmonics $e^{\pm2\pi i k}$ correctly:

$$w_0+w_1=1,\qquad w_0z_0+w_1z_1=0,\qquad w_0z_0^{-1}+w_1z_1^{-1}=0 .$$

These equations say that

$$\begin{pmatrix} w_0&w_1\\ w_0z_0&w_1z_1\end{pmatrix}\begin{pmatrix}1&z_0^{-1}\\1&z_1^{-1}\end{pmatrix}=\begin{pmatrix}1&0\\0&1\end{pmatrix}.$$

The factors are square and their product is the identity, so they may be swapped. The diagonal of the swapped product reads $2w_j=1$, and its off-diagonal part gives $1+z_1/z_0=0$. Both weights are $1/2$, and the points lie half a reciprocal lattice vector apart, modulo 1.

## Exactness below order N fixes both weights and nodes

For $N\ge1$ real nodes $k_j$ and complex weights $w_j$, the conditions

$$\sum_j w_j e^{2\pi i m k_j}=\delta_{m0}\qquad(|m|<N)$$

hold if and only if every $w_j=1/N$ and the nodes, modulo 1, are the points $(r+s)/N$ for some real $r$, with each $s=0,\dots,N-1$ used once. Every such rule gives the harmonic $m=N$ a value of modulus one, whereas its zone average is zero.

## Uniform meshes and the range of the integrand

Band-structure codes commonly average zone-periodic functions over uniform meshes. For a non-interacting one-dimensional tight-binding chain with one orbital per cell, orthonormal orbitals and hopping over fewer than $N$ cells, a uniform $N$-point mesh gives the band energy averaged over the whole zone exactly, whatever its shift. With several orbitals per cell, the energy of a single band need not be a finite sum of harmonics. No other $N$-point rule integrates all harmonics below order $N$. The uniformity and the weights of a one-dimensional mesh can therefore be checked through these moments, without comparing node lists that differ by ordering or reciprocal-lattice translations. The shift of the mesh is not tested.

## From a matrix inverse to a grid

For $m,n=0,\dots,N-1$ define

$$A_{mj}=w_je^{2\pi i m k_j},\qquad B_{jn}=e^{-2\pi i n k_j}.$$

Since $|m-n|<N$, the conditions give $(AB)_{mn}=\sum_j w_je^{2\pi i(m-n)k_j}=\delta_{mn}$. Hence $BA=1$ as well:

$$w_l\sum_{m=0}^{N-1}e^{2\pi i m(k_l-k_j)}=\delta_{jl}.$$

For $j=l$ this is $Nw_l=1$. For $j\ne l$ put $\zeta=e^{2\pi i(k_l-k_j)}$. As $w_l\neq0$, we have $\sum_{m=0}^{N-1}\zeta^m=0$. Multiplying by $\zeta-1$ gives $\zeta^N=1$, and $\zeta\ne1$ because the sum would otherwise be $N$. So $N(k_l-k_j)$ is an integer and $k_l-k_j$ is not.

Now write $N(k_l-k_0)=s_l+Nq_l$ with integer $q_l$ and $0\le s_l<N$. If $s_j=s_l$, then $k_l-k_j=q_l-q_j$ is an integer, which forces $j=l$. The $N$ labels $s_l$ are therefore distinct and use every residue once. With $r=Nk_0$,

$$k_l=\frac{r+s_l}{N}+q_l .$$

Conversely, for equal weights on such a grid the sum is

$$\frac{e^{2\pi i m r/N}}{N}\sum_{s=0}^{N-1}\omega^s,\qquad \omega=e^{2\pi i m/N}.$$

It equals 1 for $m=0$. For $0<|m|<N$ we have $\omega^N=1$ and $\omega\ne1$, so it vanishes. At $m=N$ all nodes carry the same phase, and the sum is $e^{2\pi i N k_0}$, of modulus one.

The negative orders are easily forgotten. For real weights they follow by complex conjugation, but for complex weights they are separate conditions. The nodes $0$ and $1/4$ with weights $(1-i)/2$ and $(1+i)/2$ satisfy the conditions for $m=0$ and $m=1$, yet fail at $m=-1$.

## The Lean file

```lean
import Mathlib

open Finset

namespace UniformGridUniqueness

noncomputable section

/-- The lattice harmonic `exp(2πi m k)` at the point `k`, in units of the reciprocal
lattice vector. -/
def wave (m : ℤ) (k : ℝ) : ℂ := Complex.exp (2 * Real.pi * Complex.I * m * k)

/-- The rule with nodes `k` and weights `w` gives the exact zone average of every harmonic
of order `|m| < N`: one for `m = 0` and zero otherwise. -/
def IsExact {N : ℕ} (k : Fin N → ℝ) (w : Fin N → ℂ) : Prop :=
  ∀ m : ℤ, |m| < (N : ℤ) → ∑ j, w j * wave m (k j) = if m = 0 then 1 else 0

/-- Up to integer translations, the nodes are the points `(r + s)/N`, with each
`s = 0, …, N - 1` occurring once. -/
def IsShiftedGrid {N : ℕ} (k : Fin N → ℝ) : Prop :=
  ∃ r : ℝ, ∃ σ : Equiv.Perm (Fin N), ∀ j, ∃ n : ℤ,
    k j = (r + ((σ j : ℕ) : ℝ)) / (N : ℝ) + n

/-- A harmonic at a sum of two points is the product of its values at the points. -/
theorem wave_add (m : ℤ) (x y : ℝ) : wave m (x + y) = wave m x * wave m y := by
  simp only [wave, ← Complex.exp_add]
  congr 1
  push_cast
  ring

/-- The `n`-th power of the harmonic of order `m` is the harmonic of order `m n`. -/
theorem wave_pow (m : ℤ) (x : ℝ) (n : ℕ) : wave m x ^ n = wave (m * (n : ℤ)) x := by
  simp only [wave, ← Complex.exp_nat_mul]
  congr 1
  push_cast
  ring

/-- The harmonic of order `m` equals one at `x` exactly when `m x` is an integer. -/
theorem wave_eq_one_iff (m : ℤ) (x : ℝ) : wave m x = 1 ↔ ∃ n : ℤ, (m : ℝ) * x = n := by
  unfold wave
  rw [Complex.exp_eq_one_iff]
  constructor
  · rintro ⟨n, h⟩
    refine ⟨n, ?_⟩
    have h' : (((m : ℝ) * x : ℝ) : ℂ) = ((n : ℝ) : ℂ) := by
      push_cast
      apply mul_right_cancel₀ Complex.two_pi_I_ne_zero
      linear_combination h
    exact Complex.ofReal_injective h'
  · rintro ⟨n, h⟩
    have h' : (((m : ℝ) * x : ℝ) : ℂ) = ((n : ℝ) : ℂ) := by rw [h]
    push_cast at h'
    exact ⟨n, by linear_combination (2 * Real.pi * Complex.I) * h'⟩

/-- For an exact rule, the sum of the harmonics of order `0, …, N - 1` at the difference
`k l - k j`, times the weight `w l`, is one if `j = l` and zero otherwise. -/
theorem dual_orthogonality {N : ℕ} {k : Fin N → ℝ} {w : Fin N → ℂ} (h : IsExact k w)
    (j l : Fin N) :
    w l * ∑ m : Fin N, wave ((m : ℕ) : ℤ) (k l - k j) = if j = l then 1 else 0 := by
  let A : Matrix (Fin N) (Fin N) ℂ := Matrix.of fun m j => w j * wave ((m : ℕ) : ℤ) (k j)
  let B : Matrix (Fin N) (Fin N) ℂ := Matrix.of fun j n => wave (-((n : ℕ) : ℤ)) (k j)
  -- the moment conditions say that A is a left inverse of B
  have hAB : A * B = 1 := by
    ext m n
    rw [Matrix.mul_apply, Matrix.one_apply]
    have hmn : |((m : ℕ) : ℤ) - ((n : ℕ) : ℤ)| < (N : ℤ) := by
      have h1 := m.isLt
      have h2 := n.isLt
      rw [abs_lt]
      constructor <;> omega
    have e : ∑ j, A m j * B j n
        = ∑ j, w j * wave (((m : ℕ) : ℤ) - ((n : ℕ) : ℤ)) (k j) := by
      refine Finset.sum_congr rfl fun j _ => ?_
      simp only [A, B, Matrix.of_apply, wave]
      rw [mul_assoc, ← Complex.exp_add]
      congr 2
      push_cast
      ring
    rw [e, h _ hmn]
    by_cases hm : m = n
    · simp [hm]
    · have h0 : ((m : ℕ) : ℤ) - ((n : ℕ) : ℤ) ≠ 0 := fun h0 => hm (Fin.ext (by omega))
      rw [if_neg h0, if_neg hm]
  -- for square matrices it is also a right inverse
  have hBA : B * A = 1 := mul_eq_one_comm.mp hAB
  have e : (B * A) j l = (1 : Matrix (Fin N) (Fin N) ℂ) j l := by rw [hBA]
  rw [Matrix.mul_apply, Matrix.one_apply] at e
  refine Eq.trans ?_ e
  rw [Finset.mul_sum]
  refine Finset.sum_congr rfl fun m _ => ?_
  simp only [A, B, Matrix.of_apply, wave]
  rw [mul_left_comm (Complex.exp _) (w l), ← Complex.exp_add]
  congr 2
  push_cast
  ring

/-- All weights of an exact `N`-point rule equal `1/N`. -/
theorem weight_eq {N : ℕ} {k : Fin N → ℝ} {w : Fin N → ℂ} (h : IsExact k w)
    (j : Fin N) : w j = 1 / (N : ℂ) := by
  have hN : (N : ℂ) ≠ 0 := Nat.cast_ne_zero.mpr (by have := j.isLt; omega)
  have e := dual_orthogonality h j j
  have s : ∑ m : Fin N, wave ((m : ℕ) : ℤ) (k j - k j) = (N : ℂ) := by simp [wave]
  rw [s, if_pos rfl] at e
  exact eq_div_of_mul_eq hN e

/-- Two nodes with different labels in an exact `N`-point rule differ by an integer multiple of
`1/N` that is not itself an integer. -/
theorem node_spacing {N : ℕ} {k : Fin N → ℝ} {w : Fin N → ℂ} (h : IsExact k w)
    {j l : Fin N} (hjl : j ≠ l) :
    (∃ n : ℤ, (N : ℝ) * (k l - k j) = n) ∧ ¬ ∃ n : ℤ, k l - k j = n := by
  have hN : N ≠ 0 := by have := j.isLt; omega
  have hw : w l ≠ 0 := by
    rw [weight_eq h l]
    exact one_div_ne_zero (Nat.cast_ne_zero.mpr hN)
  have e := dual_orthogonality h j l
  rw [if_neg hjl] at e
  have s := (mul_eq_zero.mp e).resolve_left hw
  -- a vanishing geometric sum
  have s' : ∑ i ∈ range N, wave 1 (k l - k j) ^ i = 0 := by
    rw [← Fin.sum_univ_eq_sum_range (fun i => wave 1 (k l - k j) ^ i) N]
    simpa only [wave_pow, one_mul] using s
  constructor
  · have g := geom_sum_mul (wave 1 (k l - k j)) N
    rw [s', zero_mul] at g
    have g' := sub_eq_zero.mp g.symm
    rw [wave_pow, one_mul, wave_eq_one_iff] at g'
    obtain ⟨n, hn⟩ := g'
    rw [Int.cast_natCast] at hn
    exact ⟨n, hn⟩
  · rintro ⟨n, hn⟩
    have h1 : wave 1 (k l - k j) = 1 :=
      (wave_eq_one_iff 1 _).mpr ⟨n, by rw [Int.cast_one, one_mul, hn]⟩
    rw [h1] at s'
    simp at s'
    exact hN s'

/-- An `N`-point rule is exact for all harmonics of order `|m| < N` if and only if its
weights all equal `1/N` and its nodes modulo 1 form a shifted uniform grid. -/
theorem isExact_iff_uniform {N : ℕ} (k : Fin N → ℝ) (w : Fin N → ℂ) :
    IsExact k w ↔ (∀ j, w j = 1 / (N : ℂ)) ∧ IsShiftedGrid k := by
  rcases Nat.eq_zero_or_pos N with rfl | hN
  · refine ⟨fun _ => ⟨fun j => j.elim0, 0, Equiv.refl _, fun j => j.elim0⟩, fun _ m hm => ?_⟩
    have := abs_nonneg m
    push_cast at hm
    omega
  have hNR : (N : ℝ) ≠ 0 := Nat.cast_ne_zero.mpr hN.ne'
  have hNC : (N : ℂ) ≠ 0 := Nat.cast_ne_zero.mpr hN.ne'
  constructor
  · intro h
    refine ⟨weight_eq h, ?_⟩
    -- label each node by its residue relative to node 0
    have key : ∀ l, ∃ s : Fin N, ∃ q : ℤ,
        (N : ℝ) * (k l - k ⟨0, hN⟩) = ((s : ℕ) : ℝ) + N * q := by
      intro l
      obtain ⟨a, ha⟩ : ∃ a : ℤ, (N : ℝ) * (k l - k ⟨0, hN⟩) = a := by
        by_cases hl : (⟨0, hN⟩ : Fin N) = l
        · exact ⟨0, by rw [hl]; simp⟩
        · exact (node_spacing h hl).1
      have hpos : (0 : ℤ) < (N : ℤ) := by exact_mod_cast hN
      obtain ⟨t, ht⟩ := Int.eq_ofNat_of_zero_le (Int.emod_nonneg a hpos.ne')
      have hlt := Int.emod_lt_of_pos a hpos
      obtain ⟨q, e⟩ : ∃ q : ℤ, a = (t : ℤ) + (N : ℤ) * q :=
        ⟨a / (N : ℤ), by have := Int.emod_def a (N : ℤ); linarith⟩
      refine ⟨⟨t, by rw [ht] at hlt; exact_mod_cast hlt⟩, q, ?_⟩
      rw [ha]
      exact_mod_cast e
    choose s q hq using key
    have hs : Function.Injective s := by
      intro j l hjl
      by_contra hne
      apply (node_spacing h hne).2
      refine ⟨q l - q j, ?_⟩
      have h1 := hq j
      rw [hjl] at h1
      apply mul_left_cancel₀ hNR
      push_cast
      linear_combination hq l - h1
    refine ⟨N * k ⟨0, hN⟩, Equiv.ofBijective s (Finite.injective_iff_bijective.mp hs),
      fun l => ⟨q l, ?_⟩⟩
    rw [Equiv.ofBijective_apply, ← sub_eq_iff_eq_add, eq_div_iff hNR]
    linear_combination hq l
  · rintro ⟨hw, r, σ, hσ⟩ m hm
    choose n hn using hσ
    by_cases h0 : m = 0
    · subst h0
      simp [wave, hw, hNC]
    rw [if_neg h0]
    have hk : ∀ j, wave m (k j) = wave m (r / N) * wave m (1 / N) ^ (σ j : ℕ) := by
      intro j
      have hone : wave m (n j : ℝ) = 1 :=
        (wave_eq_one_iff m _).mpr ⟨m * n j, by push_cast; rfl⟩
      rw [hn j, show (r + ((σ j : ℕ) : ℝ)) / (N : ℝ) + (n j : ℝ)
        = (r / N + ((σ j : ℕ) : ℝ) * (1 / N)) + (n j : ℝ) by ring,
        wave_add, wave_add, hone, mul_one]
      congr 1
      simp only [wave, ← Complex.exp_nat_mul]
      congr 1
      push_cast
      ring
    have hroot : wave m (1 / N) ^ N = 1 := by
      rw [wave_pow, wave_eq_one_iff]
      exact ⟨m, by push_cast; field_simp⟩
    have hne : wave m (1 / N) ≠ 1 := by
      intro h1
      obtain ⟨a, ha⟩ := (wave_eq_one_iff m _).mp h1
      have e : (m : ℝ) = a * N := by
        rw [← ha, mul_assoc, one_div_mul_cancel hNR, mul_one]
      have e' : m = a * (N : ℤ) := by exact_mod_cast e
      have ha0 : a ≠ 0 := fun h => h0 (by rw [e', h, zero_mul])
      have h2 := Int.one_le_abs ha0
      rw [e', abs_mul, Nat.abs_cast] at hm
      nlinarith
    -- the geometric sum over the grid vanishes
    have hz : ∑ i ∈ range N, wave m (1 / N) ^ i = 0 := by
      have g := geom_sum_mul (wave m (1 / N)) N
      rw [hroot, sub_self] at g
      exact (mul_eq_zero.mp g).resolve_right (sub_ne_zero.mpr hne)
    calc ∑ j, w j * wave m (k j)
        = ∑ j, (1 / (N : ℂ) * wave m (r / N)) * wave m (1 / N) ^ (σ j : ℕ) := by
          refine Finset.sum_congr rfl fun j _ => ?_
          rw [hw, hk, mul_assoc]
      _ = (1 / (N : ℂ) * wave m (r / N)) * ∑ i : Fin N, wave m (1 / N) ^ (i : ℕ) := by
          rw [← Finset.mul_sum,
            Equiv.sum_comp σ (fun i : Fin N => wave m (1 / N) ^ (i : ℕ))]
      _ = 0 := by
          rw [Fin.sum_univ_eq_sum_range (fun i => wave m (1 / N) ^ i) N, hz, mul_zero]

/-- For `N ≥ 1`, an `N`-point rule exact for `|m| < N` assigns to the harmonic of order `N`
a value of modulus one. -/
theorem first_missed_harmonic {N : ℕ} (hN : 0 < N) {k : Fin N → ℝ} {w : Fin N → ℂ}
    (h : IsExact k w) : ‖∑ j, w j * wave (N : ℤ) (k j)‖ = 1 := by
  have hNC : (N : ℂ) ≠ 0 := Nat.cast_ne_zero.mpr hN.ne'
  -- the harmonic of order N takes the same value at all nodes
  have hk : ∀ j, wave (N : ℤ) (k j) = wave (N : ℤ) (k ⟨0, hN⟩) := by
    intro j
    by_cases hj : (⟨0, hN⟩ : Fin N) = j
    · rw [hj]
    · obtain ⟨n, hn⟩ := (node_spacing h hj).1
      have h1 : wave (N : ℤ) (k j - k ⟨0, hN⟩) = 1 :=
        (wave_eq_one_iff _ _).mpr ⟨n, by rw [Int.cast_natCast, hn]⟩
      have h2 := wave_add (N : ℤ) (k j - k ⟨0, hN⟩) (k ⟨0, hN⟩)
      rwa [sub_add_cancel, h1, one_mul] at h2
  have e : ∑ j, w j * wave (N : ℤ) (k j) = wave (N : ℤ) (k ⟨0, hN⟩) := by
    simp only [hk, weight_eq h, Finset.sum_const, Finset.card_univ, Fintype.card_fin,
      nsmul_eq_mul]
    rw [← mul_assoc, mul_one_div_cancel hNC, one_mul]
  rw [e, wave, show 2 * (Real.pi : ℂ) * Complex.I * ((N : ℤ) : ℂ) * (k ⟨0, hN⟩ : ℂ)
    = ((2 * Real.pi * N * k ⟨0, hN⟩ : ℝ) : ℂ) * Complex.I by push_cast; ring]
  exact Complex.norm_exp_ofReal_mul_I _

end

end UniformGridUniqueness
```

```lean
#print axioms UniformGridUniqueness.isExact_iff_uniform
#print axioms UniformGridUniqueness.first_missed_harmonic
```

```
'UniformGridUniqueness.isExact_iff_uniform' depends on axioms: [propext, Classical.choice, Quot.sound]
'UniformGridUniqueness.first_missed_harmonic' depends on axioms: [propext, Classical.choice, Quot.sound]
```

## Nodes, weights and labels in the formal statement

`wave m k` is the harmonic $e^{2\pi i m k}$, a function of crystal momentum and not a wavefunction in position space. The integer `m` counts lattice translations. Nodes and weights are functions on `Fin N`, the labels $0,\dots,N-1$. `IsExact` states the moment conditions for both signs of `m`. In `IsShiftedGrid`, `r` is the offset in units of the grid spacing, the permutation `σ` assigns a grid label to each node, and the integer `n` is that node's reciprocal-lattice translation.

`isExact_iff_uniform` is the equivalence; it also admits `N = 0`, where both sides hold for the empty rule. `first_missed_harmonic` is the statement about order $N$.

`dual_orthogonality` performs the matrix swap, and `weight_eq` reads off its diagonal. `node_spacing` treats the off-diagonal entries with `geom_sum_mul`, the identity for a geometric sum times $\zeta-1$. In the main theorem, integer division produces the labels, `choose` collects them into functions, and `Finite.injective_iff_bijective` turns distinct labels into a permutation. For the converse, `Equiv.sum_comp` reorders the sum over nodes into a sum over grid labels.

## Swapping the factors with `mul_eq_one_comm`

The line `mul_eq_one_comm.mp hAB` turns `A * B = 1` into `B * A = 1`. This is not true in every ring, but it holds for square matrices over a commutative ring. Here `A` has harmonics as rows and nodes as columns, and `B` the reverse; both index sets are `Fin N`, because there are as many nodes as harmonics $0,\dots,N-1$. No determinant has to be computed, and the nodes need not be assumed distinct: that comes out of the swapped product.

## Exact moments, one dimension, no symmetry reduction

The theorems characterise one-dimensional rules whose moments hold exactly. They give no estimate of how close to uniform a rule must be when its moments hold only to rounding accuracy, and they say nothing about general meshes in two or three dimensions.

On a uniform $N$-point grid, the error comes only from harmonics whose order is a nonzero multiple of $N$, and a real calculation relies on their total contribution being small. In a metal, sharp occupations make the integrand non-smooth at the Fermi points, and its harmonic coefficients then decay slowly with order.

Symmetry-reduced meshes answer a different question, since an even integrand needs only its cosines averaged. The single point $k=1/4$ with weight 1 averages $\cos 2\pi k$ correctly, although it gives $e^{2\pi i k}$ the value $i$.
